# Potential drop across a stack of polar bilayers, and the surface charge that keeps it bounded

If a slab of identical bilayers, each made of two rigid sheets with equal and opposite charges, is simply cut off at full charge, every added bilayer raises the potential difference between the two faces of the slab by the same amount, and the difference never converges with thickness. For positive gaps, exactly one thickness-independent transfer of charge between the two outermost sheets, which leaves the slab neutral, stops this growth.

In Lean 4 with Mathlib:

```lean
import Mathlib

open Real Filter Topology

namespace PolarStack

noncomputable section

/-- Electrostatic potential at height `z` (Gaussian units) of a finite set `S` of uniformly
charged parallel planes with charges per area `q i` at heights `x i`. -/
def planePotential {ι : Type*} (S : Finset ι) (q x : ι → ℝ) (z : ℝ) : ℝ :=
  -2 * π * ∑ i ∈ S, q i * |z - x i|

/-- The sheets of `N` bilayers: `(n, true)` is the first and `(n, false)` the second sheet
of bilayer `n`, counted from zero. -/
def sheets (N : ℕ) : Finset (ℕ × Bool) := Finset.range N ×ˢ Finset.univ

/-- Charge per area of each sheet: `s` and `-s` in alternation, with `t` taken off the first
sheet of the stack and added to the last. -/
def charge (s t : ℝ) (N : ℕ) : ℕ × Bool → ℝ
  | (n, true) => s - (if n = 0 then t else 0)
  | (n, false) => -(s - (if n + 1 = N then t else 0))

/-- Height of each sheet, with gap `R₁` inside a bilayer and `R₂` between bilayers. -/
def height (R₁ R₂ : ℝ) : ℕ × Bool → ℝ
  | (n, true) => n * (R₁ + R₂)
  | (n, false) => n * (R₁ + R₂) + R₁

/-- Electrostatic potential of the stack of `N` bilayers at height `z`. -/
def stackPotential (R₁ R₂ s t : ℝ) (N : ℕ) (z : ℝ) : ℝ :=
  planePotential (sheets N) (charge s t N) (height R₁ R₂) z

/-- Potential at the first sheet minus potential at the last sheet, for `N ≥ 1` bilayers. -/
def totalDrop (R₁ R₂ s t : ℝ) (N : ℕ) : ℝ :=
  stackPotential R₁ R₂ s t N 0 - stackPotential R₁ R₂ s t N (N * (R₁ + R₂) - R₂)

/-- Across a neutral set of charged planes, the potential below all planes minus the potential
above all planes is `-4π` times the dipole moment per area. -/
theorem drop_of_neutral {ι : Type*} (S : Finset ι) (q x : ι → ℝ) {z w : ℝ}
    (hq : ∑ i ∈ S, q i = 0) (hz : ∀ i ∈ S, z ≤ x i) (hw : ∀ i ∈ S, x i ≤ w) :
    planePotential S q x z - planePotential S q x w = -4 * π * ∑ i ∈ S, q i * x i := by
  have h1 : ∑ i ∈ S, q i * |z - x i| = ∑ i ∈ S, q i * x i - (∑ i ∈ S, q i) * z := by
    rw [Finset.sum_mul, ← Finset.sum_sub_distrib]
    refine Finset.sum_congr rfl fun i hi => ?_
    rw [abs_of_nonpos (by linarith [hz i hi])]
    ring
  have h2 : ∑ i ∈ S, q i * |w - x i| = (∑ i ∈ S, q i) * w - ∑ i ∈ S, q i * x i := by
    rw [Finset.sum_mul, ← Finset.sum_sub_distrib]
    refine Finset.sum_congr rfl fun i hi => ?_
    rw [abs_of_nonneg (by linarith [hw i hi])]
    ring
  unfold planePotential
  rw [h1, h2, hq]
  ring

/-- The stack carries no net charge, whatever the change `t` of its outermost charges. -/
theorem stack_neutral (s t : ℝ) (N : ℕ) : ∑ i ∈ sheets N, charge s t N i = 0 := by
  cases N with
  | zero => simp [sheets]
  | succ M =>
    unfold sheets
    rw [Finset.sum_product]
    simp only [Fintype.sum_bool, charge, add_left_inj]
    have h : ∀ n ∈ Finset.range (M + 1),
        (s - (if n = 0 then t else 0)) + -(s - (if n = M then t else 0))
          = (if n = M then t else 0) - (if n = 0 then t else 0) := fun n _ => by ring
    rw [Finset.sum_congr rfl h, Finset.sum_sub_distrib, Finset.sum_ite_eq',
      Finset.sum_ite_eq']
    simp

/-- For positive gaps, every sheet lies between height zero and height
`N (R₁ + R₂) - R₂`. -/
theorem height_bounds {R₁ R₂ : ℝ} (h₁ : 0 < R₁) (h₂ : 0 < R₂) (N : ℕ) :
    ∀ i ∈ sheets N, 0 ≤ height R₁ R₂ i ∧ height R₁ R₂ i ≤ N * (R₁ + R₂) - R₂ := by
  rintro ⟨n, b⟩ hi
  have hn : n < N := by simpa [sheets] using hi
  have h3 : (n : ℝ) + 1 ≤ N := by exact_mod_cast hn
  have h4 := mul_le_mul_of_nonneg_right h3 (by positivity : 0 ≤ R₁ + R₂)
  have h5 : 0 ≤ (n : ℝ) * (R₁ + R₂) := by positivity
  cases b <;> simp only [height] <;> constructor <;> linarith

/-- Dipole moment per area of a stack of `M + 1` bilayers. -/
theorem stack_dipole (R₁ R₂ s t : ℝ) (M : ℕ) :
    ∑ i ∈ sheets (M + 1), charge s t (M + 1) i * height R₁ R₂ i
      = -((M + 1) * (s * R₁)) + t * (M * (R₁ + R₂) + R₁) := by
  unfold sheets
  rw [Finset.sum_product]
  simp only [Fintype.sum_bool, charge, height, add_left_inj]
  -- each bilayer contributes `-s R₁`; only the last sheet adds a correction
  have h : ∀ n ∈ Finset.range (M + 1),
      (s - (if n = 0 then t else 0)) * ((n : ℝ) * (R₁ + R₂))
        + -(s - (if n = M then t else 0)) * ((n : ℝ) * (R₁ + R₂) + R₁)
        = -(s * R₁) + (if n = M then t else 0) * (M * (R₁ + R₂) + R₁) := by
    intro n _
    have e0 : (if n = 0 then t else 0) * (n : ℝ) = 0 := by
      by_cases h : n = 0 <;> simp [h]
    have e1 : (if n = M then t else 0) * (n : ℝ) = (if n = M then t else 0) * (M : ℝ) := by
      by_cases h : n = M <;> simp [h]
    linear_combination -(R₁ + R₂) * e0 + (R₁ + R₂) * e1
  rw [Finset.sum_congr rfl h, Finset.sum_add_distrib, ← Finset.sum_mul,
    Finset.sum_ite_eq']
  simp

/-- For positive gaps, the potential anywhere below the stack minus the potential anywhere
above it equals the drop between the outermost sheets. -/
theorem vacuum_level_step {R₁ R₂ : ℝ} (h₁ : 0 < R₁) (h₂ : 0 < R₂) (s t : ℝ) (N : ℕ)
    {z w : ℝ} (hz : z ≤ 0) (hw : N * (R₁ + R₂) - R₂ ≤ w) :
    stackPotential R₁ R₂ s t N z - stackPotential R₁ R₂ s t N w
      = totalDrop R₁ R₂ s t N := by
  have hb := height_bounds h₁ h₂ N
  unfold totalDrop stackPotential
  rw [drop_of_neutral _ _ _ (stack_neutral s t N) (fun i hi => hz.trans (hb i hi).1)
      (fun i hi => (hb i hi).2.trans hw),
    drop_of_neutral _ _ _ (stack_neutral s t N) (fun i hi => (hb i hi).1)
      (fun i hi => (hb i hi).2)]

/-- Total potential drop across `N ≥ 1` bilayers with positive gaps `R₁`, `R₂` and outermost
charges `s - t` and `-(s - t)`. -/
theorem totalDrop_eq {R₁ R₂ : ℝ} (h₁ : 0 < R₁) (h₂ : 0 < R₂) (s t : ℝ) {N : ℕ}
    (hN : 1 ≤ N) :
    totalDrop R₁ R₂ s t N = 4 * π * (N * (s * R₁ - t * (R₁ + R₂)) + t * R₂) := by
  have hb := height_bounds h₁ h₂ N
  unfold totalDrop stackPotential
  rw [drop_of_neutral _ _ _ (stack_neutral s t N) (fun i hi => (hb i hi).1)
    (fun i hi => (hb i hi).2)]
  obtain ⟨M, rfl⟩ : ∃ M, N = M + 1 := ⟨N - 1, by omega⟩
  rw [stack_dipole]
  push_cast
  ring

/-- With positive gaps and `t = s R₁ / (R₁ + R₂)`, the drop has the same value for every
number `N ≥ 1` of bilayers. -/
theorem compensated_drop {R₁ R₂ : ℝ} (h₁ : 0 < R₁) (h₂ : 0 < R₂) (s : ℝ) {N : ℕ}
    (hN : 1 ≤ N) :
    totalDrop R₁ R₂ s (s * R₁ / (R₁ + R₂)) N = 4 * π * (s * R₁ * R₂ / (R₁ + R₂)) := by
  have ha : R₁ + R₂ ≠ 0 := by positivity
  rw [totalDrop_eq h₁ h₂ s _ hN, div_mul_cancel₀ _ ha]
  ring

/-- For positive gaps, the potential drop stays bounded as bilayers are added exactly when the
outermost charges are `s - t` and `-(s - t)` with `t = s R₁ / (R₁ + R₂)`. -/
theorem bounded_iff_compensated {R₁ R₂ : ℝ} (h₁ : 0 < R₁) (h₂ : 0 < R₂) (s t : ℝ) :
    (∃ C : ℝ, ∀ N : ℕ, 1 ≤ N → |totalDrop R₁ R₂ s t N| ≤ C)
      ↔ t = s * R₁ / (R₁ + R₂) := by
  have ha : R₁ + R₂ ≠ 0 := by positivity
  constructor
  · rintro ⟨C, hC⟩
    obtain ⟨k, hk⟩ : ∃ k, k = 4 * π * (s * R₁ - t * (R₁ + R₂)) := ⟨_, rfl⟩
    -- adding `n` bilayers to the first one changes the drop by `n k`
    have key : ∀ n : ℕ, -(2 * C) ≤ n * k ∧ n * k ≤ 2 * C := by
      intro n
      have b1 := abs_le.mp (hC 1 le_rfl)
      have b2 := abs_le.mp (hC (n + 1) (by omega))
      have e : totalDrop R₁ R₂ s t (n + 1) - totalDrop R₁ R₂ s t 1 = n * k := by
        rw [totalDrop_eq h₁ h₂ s t (by omega), totalDrop_eq h₁ h₂ s t le_rfl, hk]
        push_cast
        ring
      constructor <;> linarith [b1.1, b1.2, b2.1, b2.2]
    have hk0 : k = 0 := by
      by_contra hne
      rcases lt_or_gt_of_ne hne with hneg | hpos
      · obtain ⟨n, hn⟩ := exists_nat_gt (2 * C / (-k))
        rw [div_lt_iff₀ (by linarith)] at hn
        linarith [(key n).1]
      · obtain ⟨n, hn⟩ := exists_nat_gt (2 * C / k)
        rw [div_lt_iff₀ hpos] at hn
        linarith [(key n).2]
    have hp : 4 * π ≠ 0 := by positivity
    have h0 := (mul_eq_zero.mp (hk.symm.trans hk0)).resolve_left hp
    rw [eq_div_iff ha]
    linarith
  · rintro rfl
    exact ⟨|4 * π * (s * R₁ * R₂ / (R₁ + R₂))|, fun N hN => by
      rw [compensated_drop h₁ h₂ s hN]⟩

/-- For `N ≥ 1` bilayers with positive gaps, the drop vanishes for exactly one value of the
charge reduction `t`. -/
theorem drop_eq_zero_iff {R₁ R₂ : ℝ} (h₁ : 0 < R₁) (h₂ : 0 < R₂) (s t : ℝ) {N : ℕ}
    (hN : 1 ≤ N) :
    totalDrop R₁ R₂ s t N = 0 ↔ t = N * (s * R₁) / (N * (R₁ + R₂) - R₂) := by
  have hN' : (1 : ℝ) ≤ N := by exact_mod_cast hN
  have hd : N * (R₁ + R₂) - R₂ ≠ 0 := by
    have := mul_le_mul_of_nonneg_right hN' (by positivity : 0 ≤ R₁ + R₂)
    exact ne_of_gt (by linarith)
  have hp : 4 * π ≠ 0 := by positivity
  rw [totalDrop_eq h₁ h₂ s t hN, mul_eq_zero, or_iff_right hp, eq_div_iff hd]
  constructor <;> intro h <;> linarith

/-- For positive gaps, the charge reduction that cancels the drop of `N` bilayers tends to
`s R₁ / (R₁ + R₂)` as `N` grows. -/
theorem zero_drop_charge_tendsto {R₁ R₂ : ℝ} (h₁ : 0 < R₁) (h₂ : 0 < R₂) (s : ℝ) :
    Tendsto (fun N : ℕ => (N : ℝ) * (s * R₁) / (N * (R₁ + R₂) - R₂)) atTop
      (𝓝 (s * R₁ / (R₁ + R₂))) := by
  have ha : R₁ + R₂ - 0 ≠ 0 := by
    rw [sub_zero]
    positivity
  have hlim : Tendsto (fun N : ℕ => s * R₁ / (R₁ + R₂ - R₂ / (N : ℝ))) atTop
      (𝓝 (s * R₁ / (R₁ + R₂ - 0))) :=
    tendsto_const_nhds.div
      (tendsto_const_nhds.sub (tendsto_const_div_atTop_nhds_zero_nat R₂)) ha
  rw [sub_zero] at hlim
  refine hlim.congr' ?_
  filter_upwards [eventually_ge_atTop 1] with N hN
  have hN0 : (N : ℝ) ≠ 0 := by
    exact_mod_cast (by omega : N ≠ 0)
  -- divide numerator and denominator by `N`
  have e : (N : ℝ) * (R₁ + R₂) - R₂ = N * (R₁ + R₂ - R₂ / N) := by
    rw [mul_sub, mul_div_cancel₀ _ hN0]
  rw [e, mul_div_mul_left _ _ hN0]

end

end PolarStack
```

```lean
#print axioms PolarStack.vacuum_level_step
-- 'PolarStack.vacuum_level_step' depends on axioms: [propext, Classical.choice, Quot.sound]
#print axioms PolarStack.bounded_iff_compensated
-- 'PolarStack.bounded_iff_compensated' depends on axioms: [propext, Classical.choice, Quot.sound]
#print axioms PolarStack.drop_eq_zero_iff
-- 'PolarStack.drop_eq_zero_iff' depends on axioms: [propext, Classical.choice, Quot.sound]
#print axioms PolarStack.zero_drop_charge_tendsto
-- 'PolarStack.zero_drop_charge_tendsto' depends on axioms: [propext, Classical.choice, Quot.sound]
```

## The drop for N bilayers and the compensating charge

Each bilayer consists of a sheet with charge per area $s$ and, a distance $R_1$ above it, a sheet with charge $-s$. The next bilayer begins a distance $R_2$ higher. The first sheet of the whole stack carries $s-t$ instead of $s$, and the last carries $-(s-t)$ instead of $-s$. Write $a=R_1+R_2$ for the repeat distance and $\Delta_N$ for the potential at the first sheet minus the potential at the last.

For $R_1,R_2>0$ and $N\ge 1$, `totalDrop_eq` states

$$\Delta_N = 4\pi\bigl[N(sR_1-ta)+tR_2\bigr].$$

The main theorem, `bounded_iff_compensated`, says that a constant $C$ with $|\Delta_N|\le C$ for all $N\ge1$ exists if and only if

$$t=\frac{sR_1}{R_1+R_2}.$$

Here $C$ may depend on $s$, $t$ and the gaps but not on $N$, and $t$ is the same for every thickness. With equal gaps the compensating change is $s/2$.

Bounded does not mean zero. By `compensated_drop`, the drop at this $t$ is $4\pi sR_1R_2/(R_1+R_2)$ for every $N\ge1$. To cancel the drop of one particular stack, `drop_eq_zero_iff` requires

$$t_N=\frac{NsR_1}{Na-R_2},$$

and `zero_drop_charge_tendsto` shows that $t_N$ approaches the compensating value as $N$ grows. For $N=1$ it gives $t_1=s$: a single bilayer has no drop only when both of its sheets are uncharged.

## Rigid sheets in Gaussian units

The physical input is the definition `planePotential`. A uniformly charged infinite plane with charge $\sigma$ per area at height $z_0$ contributes $-2\pi\sigma|z-z_0|$ to the potential at height $z$. This is the Gaussian-units potential of a plane whose field has strength $2\pi|\sigma|$ on both sides and points away from it when $\sigma>0$. The stack potential is the sum of these contributions, with no further background field.

The sheets are labelled by pairs in `ℕ × Bool`: `(n, true)` is the first sheet of bilayer $n$ and `(n, false)` the second, with $n=0,\dots,N-1$. The function `height` places them at $na$ and $na+R_1$, so the stack runs from height $0$ to height $Na-R_2$. The function `charge` assigns $\pm s$ and makes the two changes at the ends. For $N=1$ the two sheets of the only bilayer are both outermost, and both are changed.

The numbers $s$ and $t$ may be any reals. For $s>0$ the compensating $t$ lies strictly between $0$ and $s$, so it does reduce the magnitude of both outer charges.

The step between the vacuum levels on the two sides of a slab matters for work functions in electronic-structure calculations; `vacuum_level_step` shows that in this model of rigid, uniform sheets the potential below the stack minus the potential above it equals $\Delta_N$. For an electron, with charge $-e$, the vacuum level below the stack minus the one above it is therefore $-e\Delta_N$. The model has no dielectric screening, no atomic structure within a sheet and no relaxation of the gaps. It describes an isolated stack, not one repeated periodically along its normal, and it leaves open whether reconstruction, adsorbates or electron transfer supplies the changed surface charge.

## From the dipole moment to the drop

Take any finite set of planes with charges $q_i$ at heights $x_i$, and let $Q=\sum_i q_i$ and $p=\sum_i q_ix_i$. At a height $z$ no higher than any of them, $|z-x_i|=x_i-z$, and at a height $w$ no lower than any of them, $|w-x_i|=w-x_i$. Hence

$$V(z)=-2\pi(p-Qz),\qquad V(w)=-2\pi(Qw-p).$$

If $Q=0$, subtraction gives $V(z)-V(w)=-4\pi p$. This is `drop_of_neutral`; its two intermediate equations `h1` and `h2` are the two evaluations of the absolute values.

Neutrality is essential here. A single plane of charge $q\neq0$ at height $0$ has $p=0$, yet $V(-1)-V(2)=-2\pi q+4\pi q=2\pi q$, which is not zero.

The stack meets both requirements. In `stack_neutral` the charges $s$ and $-s$ cancel within each bilayer, leaving $-t$ from the first sheet and $+t$ from the last, which also cancel. In `height_bounds`, $n+1\le N$ gives $na+R_1=(n+1)a-R_2\le Na-R_2$, so no sheet lies above the last one; positive gaps take care of the remaining inequalities. The dipole formula therefore applies between the outermost sheets and equally between any point below the stack and any point above it, which proves `vacuum_level_step`.

It remains to find $p$. Without the end changes, bilayer $n$ contributes

$$s\,na-s(na+R_1)=-sR_1.$$

The change $-t$ on the first sheet sits at height zero and contributes nothing. The change $+t$ on the last sheet sits at height $Na-R_2$. Therefore

$$p=-NsR_1+t(Na-R_2),$$

and $\Delta_N=-4\pi p$ is the stated formula. The lemma `stack_dipole` does this sum for $N=M+1$ bilayers, where the last height reads $Ma+R_1$. Its equations `e0` and `e1` express that the first correction occurs only at $n=0$ and the last only at $n=M$.

The term $tR_2$ is easily lost if one multiplies the drop of a full repeat unit by $N$. There are $N$ gaps of width $R_1$ but only $N-1$ of width $R_2$. Counting $N$ of each would give $4\pi N(sR_1-ta)$ and wrongly predict a vanishing drop at the compensating charge.

## Why boundedness fixes the charge

Set $k=4\pi(sR_1-ta)$, the change in the drop per added bilayer. The drop formula gives

$$\Delta_{n+1}-\Delta_1=nk$$

for every natural number $n$. If all drops satisfy $|\Delta_N|\le C$, then $-2C\le nk\le 2C$ for every $n$; this is the step `key`. A nonzero $k$ would violate one of these inequalities for large enough $n$. The proof treats the two signs of $k$ separately and obtains such an $n$ from `exists_nat_gt`. So $k=0$, and since $4\pi\neq0$ and $a\neq0$, it follows that $t=sR_1/a$.

Conversely, inserting $t=sR_1/a$ into the drop formula removes the term proportional to $N$ and leaves

$$\Delta_N=4\pi tR_2=\frac{4\pi sR_1R_2}{a}.$$

The absolute value of this constant serves as the bound $C$.

## Zero drop at finite thickness

Setting the bracket in the drop formula to zero gives $NsR_1=t(Na-R_2)$. Since $N\ge1$, the factor $Na-R_2$ is at least $R_1$ and hence positive, so division by it is allowed and determines $t_N$ uniquely. This is the argument of `drop_eq_zero_iff`.

For the limit, divide numerator and denominator by $N$:

$$t_N=\frac{sR_1}{a-R_2/N}\longrightarrow\frac{sR_1}{a}.$$

The proof of `zero_drop_charge_tendsto` first establishes the limit of the divided expression, using $R_2/N\to0$, and then transfers it to the original one, with which it agrees for all $N\ge1$.
